# Overlaps of displaced number states of a harmonic oscillator

For a single harmonic oscillator, `displaced_overlap` gives the overlap of the m-th number state displaced by a real β with the n-th displaced by a real γ. The states are unnormalised power series exp(βX)(X − β)^m and exp(γX)(X − γ)^n, and the lemma says that their Bargmann inner product converges to exp(βγ) m! times the coefficient of X^m in exp((γ − β)X)(X − (γ − β))^n. For normalised states the overlap is that coefficient times exp(−(β − γ)²/2) √(m!/n!). The proof is by induction on m, and its auxiliary fact `step` moves one creation operator to the other side of the inner product, where it acts as annihilation.

In Lean, a first try:

```lean
import Mathlib

open PowerSeries
open scoped Nat

namespace DisplacedOverlap

noncomputable section

/-- The exponential series `exp(β X)`, an unnormalized coherent state. -/
def coherent (β : ℝ) : PowerSeries ℝ := PowerSeries.mk fun k => β ^ k / (k ! : ℝ)

/-- The unnormalized displaced number state `exp(β X) (X - β)^n`. -/
def displaced (β : ℝ) (n : ℕ) : PowerSeries ℝ := coherent β * (X - C β) ^ n

/-- The Bargmann inner product of two real oscillator states converges to `v`. -/
def HasOverlap (f h : PowerSeries ℝ) (v : ℝ) : Prop :=
  HasSum (fun m : ℕ => (m ! : ℝ) * coeff m f * coeff m h) v

/-- Annihilation maps an unnormalized displaced number state to `β` times itself plus `n` times the
next lower one. -/
theorem annihilate_displaced (β : ℝ) (n : ℕ) :
    derivative ℝ (displaced β n) =
      C β * displaced β n + C (n : ℝ) * displaced β (n - 1) := by
  have h1 : derivative ℝ (coherent β) = C β * coherent β := by
    ext k
    rw [coeff_derivative, coeff_C_mul, coherent, coeff_mk, coeff_mk, Nat.factorial_succ]
    push_cast
    rw [div_mul_eq_mul_div, mul_div_assoc', div_eq_div_iff (by positivity) (by positivity)]
    ring
  have h2 : derivative ℝ (X - C β : PowerSeries ℝ) = 1 := by simp
  unfold displaced
  rw [Derivation.leibniz, Derivation.leibniz_pow, h1, h2]
  simp only [smul_eq_mul, nsmul_eq_mul, mul_one, map_natCast]
  ring

/-- A linear combination of two convergent real sums converges to the same linear
combination of their values. -/
theorem hasSum_combination {F G : ℕ → ℝ} {v w : ℝ} (a b : ℝ)
    (hF : HasSum F v) (hG : HasSum G w) :
    HasSum (fun m => a * F m + b * G m) (a * v + b * w) :=
  (hF.mul_left a).add (hG.mul_left b)

/-- Creation and annihilation are adjoint for the Bargmann inner product. -/
theorem creation_adjoint (f h : PowerSeries ℝ) (v : ℝ) :
    HasOverlap (X * f) h v ↔ HasOverlap f (derivative ℝ h) v := by
  unfold HasOverlap
  refine (hasSum_nat_add_iff' 1).symm.trans ?_
  simp only [Finset.sum_range_one, coeff_zero_X_mul, mul_zero, zero_mul, sub_zero]
  refine Iff.of_eq (congrArg (fun F : ℕ → ℝ => HasSum F v) (funext fun m => ?_))
  rw [coeff_succ_X_mul, coeff_derivative, Nat.factorial_succ]
  push_cast
  ring

/-- The overlap of the unnormalized states `displaced β m` and `displaced γ n` is `exp(βγ) m!` times
the coefficient of `X^m` in `displaced (γ - β) n`. -/
theorem displaced_overlap (β γ : ℝ) (m n : ℕ) :
    HasOverlap (displaced β m) (displaced γ n)
      (Real.exp (β * γ) * ((m ! : ℝ) * coeff m (displaced (γ - β) n))) := by
  have raise (b : ℝ) (k : ℕ) : displaced b (k + 1) = (X - C b) * displaced b k := by
    unfold displaced
    ring
  -- moving one creation operator to the other side
  have step (b c : ℝ) (k : ℕ) (f : PowerSeries ℝ) (v w : ℝ)
      (hv : HasOverlap f (displaced c k) v) (hw : HasOverlap f (displaced c (k - 1)) w) :
      HasOverlap ((X - C b) * f) (displaced c k) ((c - b) * v + k * w) := by
    have h1 : HasOverlap f (derivative ℝ (displaced c k)) (c * v + k * w) := by
      rw [annihilate_displaced]
      unfold HasOverlap at *
      convert (HasSum.mul_left c hv).add (HasSum.mul_left (k : ℝ) hw) using 1
      funext j
      simp only [map_add, coeff_C_mul]
      ring
    have h2 := (creation_adjoint _ _ _).mpr h1
    unfold HasOverlap at *
    convert h2.sub (HasSum.mul_left b hv) using 1
    · funext j
      rw [sub_mul, map_sub, coeff_C_mul]
      ring
    · ring
  induction m generalizing n with
  | zero =>
    have hc : constantCoeff (coherent (γ - β)) = 1 := by
      rw [← coeff_zero_eq_constantCoeff_apply, coherent, coeff_mk]
      simp
    have h0 : coeff 0 (displaced (γ - β) n) = (β - γ) ^ n := by
      simp [displaced, hc]
    have hb : HasOverlap (displaced γ n) (displaced β 0)
        (Real.exp (β * γ) * (β - γ) ^ n) := by
      clear h0
      induction n with
      | zero =>
        have he : HasSum (fun j : ℕ => (β * γ) ^ j / (j ! : ℝ)) (Real.exp (β * γ)) := by
          rw [Real.exp_eq_exp_ℝ]
          exact NormedSpace.expSeries_div_hasSum_exp (β * γ)
        unfold HasOverlap
        rw [pow_zero, mul_one]
        convert he using 1
        funext j
        have hj : (j ! : ℝ) ≠ 0 := by positivity
        simp only [displaced, coherent, pow_zero, mul_one, coeff_mk]
        rw [mul_div_cancel₀ _ hj, mul_pow]
        ring
      | succ n ih =>
        rw [raise]
        convert step γ β 0 _ _ _ ih ih using 1
        push_cast
        ring
    rw [h0, Nat.factorial_zero, Nat.cast_one, one_mul]
    unfold HasOverlap at *
    convert hb using 1
    funext j
    ring
  | succ m ih =>
    have h := congrArg (coeff m) (annihilate_displaced (γ - β) n)
    rw [coeff_derivative, map_add, coeff_C_mul, coeff_C_mul] at h
    rw [raise]
    convert step β γ n _ _ _ (ih n) (ih (n - 1)) using 1
    rw [Nat.factorial_succ]
    push_cast
    linear_combination Real.exp (β * γ) * (m ! : ℝ) * h

end

end DisplacedOverlap
```

The compiler's answer:

```
Main.lean:71:6: error: Tactic `apply` failed: could not unify the conclusion of `@funext`
  ?f = ?g
with the goal
  Real.instAddCommMonoid =
    CommRing.toNonUnitalCommRing.toNonUnitalNonAssocCommRing.toNonUnitalNonAssocSemiring.toAddCommMonoid

Note: The full type of `@funext` is
  ∀ {α : Sort ?u.99} {β : α → Sort ?u.98} {f g : (x : α) → β x}, (∀ (x : α), f x = g x) → f = g

case e'_3
β γ : ℝ
m n : ℕ
raise : ∀ (b : ℝ) (k : ℕ), displaced b (k + 1) = (X - C b) * displaced b k
b c : ℝ
k : ℕ
f : ℝ⟦X⟧
v w : ℝ
hv : HasSum (fun m => ↑m ! * (coeff m) f * (coeff m) (displaced c k)) v
hw : HasSum (fun m => ↑m ! * (coeff m) f * (coeff m) (displaced c (k - 1))) w
⊢ Real.instAddCommMonoid =
    CommRing.toNonUnitalCommRing.toNonUnitalNonAssocCommRing.toNonUnitalNonAssocSemiring.toAddCommMonoid
Main.lean:77:6: error: Tactic `apply` failed: could not unify the conclusion of `@funext`
  ?f = ?g
with the goal
  Real.instAddCommMonoid = Real.instAddCommGroup.toAddCommMonoid

Note: The full type of `@funext` is
  ∀ {α : Sort ?u.108} {β : α → Sort ?u.107} {f g : (x : α) → β x}, (∀ (x : α), f x = g x) → f = g

case e'_3
β γ : ℝ
m n : ℕ
raise : ∀ (b : ℝ) (k : ℕ), displaced b (k + 1) = (X - C b) * displaced b k
b c : ℝ
k : ℕ
f : ℝ⟦X⟧
v w : ℝ
hv : HasSum (fun m => ↑m ! * (coeff m) f * (coeff m) (displaced c k)) v
hw : HasSum (fun m => ↑m ! * (coeff m) f * (coeff m) (displaced c (k - 1))) w
h1 : HasSum (fun m => ↑m ! * (coeff m) f * (coeff m) ((d⁄dX ℝ) (displaced c k))) (c * v + ↑k * w)
h2 : HasSum (fun m => ↑m ! * (coeff m) (X * f) * (coeff m) (displaced c k)) (c * v + ↑k * w)
⊢ Real.instAddCommMonoid = Real.instAddCommGroup.toAddCommMonoid
Try this:
  [apply] ring_nf
  
  The `ring` tactic failed to close the goal. Use `ring_nf` to obtain a normal form.
    
  Note that `ring` works primarily in *commutative* rings. If you have a noncommutative ring, abelian group or module, consider using `noncomm_ring`, `abel` or `module` instead.
Main.lean:80:4: error: unsolved goals
case e'_5
β γ : ℝ
m n : ℕ
raise : ∀ (b : ℝ) (k : ℕ), displaced b (k + 1) = (X - C b) * displaced b k
b c : ℝ
k : ℕ
f : ℝ⟦X⟧
v w : ℝ
hv : HasSum (fun m => ↑m ! * (coeff m) f * (coeff m) (displaced c k)) v
hw : HasSum (fun m => ↑m ! * (coeff m) f * (coeff m) (displaced c (k - 1))) w
h1 : HasSum (fun m => ↑m ! * (coeff m) f * (coeff m) ((d⁄dX ℝ) (displaced c k))) (c * v + ↑k * w)
h2 : HasSum (fun m => ↑m ! * (coeff m) (X * f) * (coeff m) (displaced c k)) (c * v + ↑k * w)
⊢ (fun m => ↑m ! * (coeff m) (X * f - C b * f) * (coeff m) (displaced c k)) = fun b_1 =>
    ↑b_1 ! * (coeff b_1) (X * f) * (coeff b_1) (displaced c k) -
      ↑b_1 ! * (coeff b_1) (displaced c k) * b * (coeff b_1) f
Main.lean:66:74: error: unsolved goals
case e'_6
β γ : ℝ
m n : ℕ
raise : ∀ (b : ℝ) (k : ℕ), displaced b (k + 1) = (X - C b) * displaced b k
b c : ℝ
k : ℕ
f : ℝ⟦X⟧
v w : ℝ
hv : HasSum (fun m => ↑m ! * (coeff m) f * (coeff m) (displaced c k)) v
hw : HasSum (fun m => ↑m ! * (coeff m) f * (coeff m) (displaced c (k - 1))) w
h1 : HasSum (fun m => ↑m ! * (coeff m) f * (coeff m) ((d⁄dX ℝ) (displaced c k))) (c * v + ↑k * w)
h2 : HasSum (fun m => ↑m ! * (coeff m) (X * f) * (coeff m) (displaced c k)) (c * v + ↑k * w)
⊢ (c - b) * v + ↑k * w = c * v + ↑k * w - b * v
```

What went wrong. All the errors lie in `step`. `HasSum` carries an additive structure on ℝ as an instance argument. `HasOverlap` has `Real.instAddCommMonoid` there, while the terms built with `HasSum.mul_left` and `HasSum.sub` reach theirs through a general ring or group structure. `convert … using 1` left the equality of the two instances as its first goal, and `funext` failed there because this is not an equality of functions.

At the second `convert` the extra goal also shifted the bullets. The final `ring` met the equality of summands, which it could not prove, and the equality of values was left with no bullet.

`hasSum_combination` is stated directly for real sums, so its instance matches that of `HasOverlap` and the extra goal does not arise. `funext` then gets the summands. In the second use, the coefficients `1` and `-b` express the subtraction, and the last `ring` gets the values.

Replacing `rw` by `simp only` with the same lemmas looks like mere tidying, since the failed run never reached that line and no message faults it.

The mended proof, as a diff:

```diff
@@ -68,5 +68,5 @@
       rw [annihilate_displaced]
       unfold HasOverlap at *
-      convert (HasSum.mul_left c hv).add (HasSum.mul_left (k : ℝ) hw) using 1
+      convert hasSum_combination c (k : ℝ) hv hw using 1
       funext j
       simp only [map_add, coeff_C_mul]
@@ -74,7 +74,7 @@
     have h2 := (creation_adjoint _ _ _).mpr h1
     unfold HasOverlap at *
-    convert h2.sub (HasSum.mul_left b hv) using 1
+    convert hasSum_combination 1 (-b) h2 hv using 1
     · funext j
-      rw [sub_mul, map_sub, coeff_C_mul]
+      simp only [sub_mul, map_sub, coeff_C_mul]
       ring
     · ring
```
